# The Crowell mass from the projected mass tensor, and its sum over silicon's six valleys

If a single scalar effective mass is put into the thermionic current across a metal–silicon contact, the predicted prefactor is the same for every crystal face. Near the minima of silicon's conduction valleys the surfaces of constant energy are ellipsoids, and each valley's contribution depends on how its ellipsoids are oriented relative to the contact plane. The mass needed for each valley is the square root of a determinant, called the Crowell mass.

## The determinant and the contact normal

Let $M=\mathrm{diag}(m_0,m_1,m_2)$ be the mass tensor of a valley in its principal axes. Let $u,v$ be orthonormal directions in the contact plane and $n$ its unit normal. The tensor projected on the plane is

$$S=\begin{pmatrix}u\cdot Mu & u\cdot Mv\\ v\cdot Mu & v\cdot Mv\end{pmatrix}.$$

The claim is

$$\det S=n_0^2m_1m_2+n_1^2m_0m_2+n_2^2m_0m_1 .$$

Expanding the determinant gives

$$\det S=\sum_{i<j}m_im_j\,(u_iv_j-u_jv_i)^2 .$$

Since the frame is orthonormal, $u_iu_j+v_iv_j+n_in_j=\delta_{ij}$. For distinct $i,j$ and remaining index $r$,

$$\begin{aligned}(u_iv_j-u_jv_i)^2&=(u_i^2+v_i^2)(u_j^2+v_j^2)-(u_iu_j+v_iv_j)^2\\&=(1-n_i^2)(1-n_j^2)-n_i^2n_j^2=1-n_i^2-n_j^2=n_r^2 ,\end{aligned}$$

which proves the claim.

## The lowest energy at fixed transverse wave vector

In silicon, a barrier potential that varies only along $n$ leaves an electron's in-plane wave vector unchanged. Within one valley this fixes $q=(k\cdot u,\,k\cdot v)$, where $k$ is measured from the valley minimum. Take positive masses and $\hbar=1$. Some $n_i$ is nonzero, so $\det S>0$ and $c=S^{-1}q$ exists. Put $w=c_0u+c_1v$. From $(k_i-m_iw_i)^2\ge0$,

$$\frac{k_i^2}{2m_i}\ge k_iw_i-\frac{m_iw_i^2}{2}.$$

Summing over $i$ bounds the energy below by $q\cdot c-\tfrac12c\cdot Sc=\tfrac12\,q\cdot S^{-1}q$. Equality holds at $k=Mw$, which has the required in-plane components because $Sc=q$. Its velocity $w$ lies in the contact plane.

## Six valleys and two extreme faces

Let $m_l$ and $m_t$ be the longitudinal and transverse masses. A valley on axis $a$ has $\det S=n_a^2m_t^2+(1-n_a^2)m_lm_t$, and each axis carries two valleys. The sum of Crowell masses is therefore

$$2\sum_a\sqrt{n_a^2m_t^2+(1-n_a^2)m_lm_t}.$$

For (100), $n=(1,0,0)$ gives $2m_t+4\sqrt{m_lm_t}$. For (111), every $n_a^2=1/3$, giving $6\sqrt{(m_t^2+2m_tm_l)/3}$.

For positive masses these values bound every orientation. Write $B=\sqrt{m_lm_t}$ and $t=n_a^2$. Then

$$t m_t^2+(1-t)B^2-\bigl(t m_t+(1-t)B\bigr)^2=t(1-t)(m_t-B)^2\ge0,$$

so each root is at least $t m_t+(1-t)B$. Summing with $\sum_a n_a^2=1$ gives the lower bound. The squares of the three roots always add up to $m_t^2+2m_tm_l$, and their mean is at most their root mean square, which gives the upper bound.

## From the mass to the saturation current

In a thermionic-emission calculation for independent electrons in parabolic valleys, one integrates the Boltzmann-weighted normal velocity over outgoing states at the barrier top. The normal integral leaves the minimum energy found above, and the Gaussian integral over $q$ produces $\sqrt{\det S}$. With elementary charge $e$, Boltzmann constant $k_B$, Planck constant $h$, temperature $T$ and barrier height $\Phi$, the saturation current density is

$$J=\frac{4\pi e k_B^2}{h^3}\Bigl(\sum_{\text{valleys}}\sqrt{\det S}\Bigr)T^2\exp\Bigl(-\frac{\Phi}{k_BT}\Bigr).$$

With the illustrative choice $m_l=4m_t$, the bracket is $10m_t$ for (100) and $6\sqrt3\,m_t\approx10.4m_t$ for (111). This integral, which assumes full transmission above the barrier, is the step that links the Lean results to the current; it is not formalised.

## Frames, masses and valleys in Lean

```lean
import Mathlib

open Matrix

namespace CrowellMass

noncomputable section
```

Vectors are functions on `Fin 3`, and `⬝ᵥ` is the scalar product. The frame may have either handedness.

```lean
/-- Two directions `u`, `v` in the contact plane and the contact normal `n` are orthonormal. -/
structure IsFrame (u v n : Fin 3 → ℝ) : Prop where
  uu : u ⬝ᵥ u = 1
  vv : v ⬝ᵥ v = 1
  nn : n ⬝ᵥ n = 1
  uv : u ⬝ᵥ v = 0
  un : u ⬝ᵥ n = 0
  vn : v ⬝ᵥ n = 0
```

The matrix $S$ is built from its definition, so the determinant formula remains to be proved.

```lean
/-- For orthonormal `u` and `v`, the matrix in the basis `u`, `v` of the mass tensor `diag(m)`
compressed to the contact plane that they span. -/
def projectedMass (m u v : Fin 3 → ℝ) : Matrix (Fin 2) (Fin 2) ℝ :=
  !![u ⬝ᵥ (diagonal m *ᵥ u), u ⬝ᵥ (diagonal m *ᵥ v);
     v ⬝ᵥ (diagonal m *ᵥ u), v ⬝ᵥ (diagonal m *ᵥ v)]

/-- The Crowell mass of a valley with positive masses `m`, for orthonormal `u` and `v` in the
contact plane: the square root of the determinant of the projected mass tensor. -/
def crowellMass (m u v : Fin 3 → ℝ) : ℝ := Real.sqrt (projectedMass m u v).det
```

The energy is that of a parabolic valley, with `k` measured from its minimum.

```lean
/-- The kinetic energy in an ellipsoidal valley with nonzero masses `m`, in units with `ħ = 1`. -/
def valleyEnergy (m k : Fin 3 → ℝ) : ℝ := ∑ i, k i ^ 2 / (2 * m i)
```

For silicon, the coordinate axes are the cubic crystal axes. The Boolean label counts the two valleys on an axis; it does not alter their masses.

```lean
/-- The masses of a silicon valley on axis `a`: `ml` along the axis, `mt` across it. -/
def valley (ml mt : ℝ) (a : Fin 3) : Fin 3 → ℝ := fun i => if i = a then ml else mt

/-- The sum of the Crowell masses over six valleys, labelled by an axis and a sign, for positive
masses and orthonormal `u` and `v` in the contact plane. -/
def sixValleySum (ml mt : ℝ) (u v : Fin 3 → ℝ) : ℝ :=
  ∑ p : Fin 3 × Bool, crowellMass (valley ml mt p.1) u v
```

An alternative definition of the squared Crowell mass is $\det M\;(n\cdot M^{-1}n)$. For positive masses it has the same value and needs no choice of $u,v$, but the link to motion in the contact plane would then need its own proof.

## Completeness and the determinant

```lean
/-- The scalar product in three dimensions, written in components. -/
private lemma dot3 (x y : Fin 3 → ℝ) : x ⬝ᵥ y = x 0 * y 0 + x 1 * y 1 + x 2 * y 2 := by
  rw [dotProduct, Fin.sum_univ_three]
```

The matrix with rows $u,v,n$ times its transpose is the identity. `mul_eq_one_comm` reverses the product, which turns orthonormal rows into orthonormal columns.

```lean
/-- Completeness: the projectors on the three directions of an orthonormal frame add up to
the identity. -/
theorem frame_complete {u v n : Fin 3 → ℝ} (h : IsFrame u v n) (i j : Fin 3) :
    u i * u j + v i * v j + n i * n j = if i = j then 1 else 0 := by
  have hQ : (Matrix.of ![u, v, n]) * (Matrix.of ![u, v, n])ᵀ = 1 := by
    ext i j
    change ![u, v, n] i ⬝ᵥ ![u, v, n] j = _
    fin_cases i <;> fin_cases j <;>
      simp [h.uu, h.vv, h.nn, h.uv, h.un, h.vn, dotProduct_comm v u,
        dotProduct_comm n u, dotProduct_comm n v]
  -- orthonormal rows imply orthonormal columns
  have hQ' : (Matrix.of ![u, v, n])ᵀ * (Matrix.of ![u, v, n]) = 1 := mul_eq_one_comm.mp hQ
  have h2 : ((Matrix.of ![u, v, n])ᵀ * (Matrix.of ![u, v, n])) i j =
      (1 : Matrix (Fin 3) (Fin 3) ℝ) i j := by rw [hQ']
  rw [Matrix.mul_apply, Fin.sum_univ_three, Matrix.one_apply] at h2
  exact h2
```

The determinant theorem holds for any real masses. Its local statement `minor` is the identity for $(u_iv_j-u_jv_i)^2$, used once for each pair of axes; `ring` then checks the expansion of $\det S$.

```lean
/-- The determinant of the mass tensor projected on the contact plane is the sum of the squared
components of the normal, each weighted by the product of the other two masses. -/
theorem det_projectedMass {u v n : Fin 3 → ℝ} (h : IsFrame u v n) (m : Fin 3 → ℝ) :
    (projectedMass m u v).det =
      n 0 ^ 2 * m 1 * m 2 + n 1 ^ 2 * m 0 * m 2 + n 2 ^ 2 * m 0 * m 1 := by
  have minor : ∀ a b a' b' x y z : ℝ, a * a + b * b + x * x = 1 →
      a' * a' + b' * b' + y * y = 1 → a * a' + b * b' + x * y = 0 →
      x * x + y * y + z * z = 1 → (a * b' - a' * b) ^ 2 = z ^ 2 := by
    intro a b a' b' x y z h1 h2 h3 h4
    linear_combination (a' * a' + b' * b') * h1 + (1 - x * x) * h2
      - (a * a' + b * b' - x * y) * h3 - h4
  have nn := h.nn
  rw [dot3] at nn
  have e0 := (frame_complete h 0 0).trans (if_pos rfl)
  have e1 := (frame_complete h 1 1).trans (if_pos rfl)
  have e2 := (frame_complete h 2 2).trans (if_pos rfl)
  have e01 := (frame_complete h 0 1).trans (if_neg (by decide))
  have e02 := (frame_complete h 0 2).trans (if_neg (by decide))
  have e12 := (frame_complete h 1 2).trans (if_neg (by decide))
  -- the squared minors of (u, v) are the squared components of the normal
  have m2 := minor _ _ _ _ _ _ (n 2) e0 e1 e01 (by linarith)
  have m1 := minor _ _ _ _ _ _ (n 1) e0 e2 e02 (by linarith)
  have m0 := minor _ _ _ _ _ _ (n 0) e1 e2 e12 (by linarith)
  rw [← m0, ← m1, ← m2, projectedMass, det_fin_two_of]
  simp only [dot3, mulVec_diagonal]
  ring
```

Positivity follows by finding a nonzero component of the normal.

```lean
/-- For positive masses the projected mass tensor has positive determinant. -/
theorem det_projectedMass_pos {u v n m : Fin 3 → ℝ} (h : IsFrame u v n)
    (hm : ∀ i, 0 < m i) : 0 < (projectedMass m u v).det := by
  rw [det_projectedMass h]
  have nn := h.nn
  rw [dot3] at nn
  have p0 := hm 0
  have p1 := hm 1
  have p2 := hm 2
  by_cases h0 : n 0 = 0
  · by_cases h1 : n 1 = 0
    · have h2 : n 2 ≠ 0 := by
        intro h2
        rw [h0, h1, h2] at nn
        norm_num at nn
      positivity
    · positivity
  · positivity
```

## The energy minimum

`IsLeast` says that the value is attained and that no admissible energy lies below it. The first part supplies $k=Mw$; in the second, `t` is the inequality from completing the square.

```lean
/-- For positive masses, the lowest valley energy at fixed wave vector `q` in the contact plane
is the kinetic energy of a two-dimensional particle with the projected mass tensor. -/
theorem isLeast_valleyEnergy {u v n m : Fin 3 → ℝ} (h : IsFrame u v n)
    (hm : ∀ i, 0 < m i) (q : Fin 2 → ℝ) :
    IsLeast {E | ∃ k, k ⬝ᵥ u = q 0 ∧ k ⬝ᵥ v = q 1 ∧ valleyEnergy m k = E}
      (q ⬝ᵥ ((projectedMass m u v)⁻¹ *ᵥ q) / 2) := by
  have hdet := det_projectedMass_pos h hm
  obtain ⟨c, hcd⟩ : ∃ c, c = (projectedMass m u v)⁻¹ *ᵥ q := ⟨_, rfl⟩
  have hc : projectedMass m u v *ᵥ c = q := by
    rw [hcd, mulVec_mulVec, mul_nonsing_inv _ (isUnit_iff_ne_zero.2 hdet.ne'), one_mulVec]
  have e0 := congrFun hc 0
  have e1 := congrFun hc 1
  rw [mulVec, dotProduct, Fin.sum_univ_two] at e0 e1
  change (u ⬝ᵥ (diagonal m *ᵥ u)) * c 0 + (u ⬝ᵥ (diagonal m *ᵥ v)) * c 1 = q 0 at e0
  change (v ⬝ᵥ (diagonal m *ᵥ u)) * c 0 + (v ⬝ᵥ (diagonal m *ᵥ v)) * c 1 = q 1 at e1
  simp only [dot3, mulVec_diagonal] at e0 e1
  have hval : q ⬝ᵥ c = q 0 * c 0 + q 1 * c 1 := by rw [dotProduct, Fin.sum_univ_two]
  rw [← hcd, hval]
  constructor
  · -- the minimiser has its velocity in the contact plane
    refine ⟨fun i => m i * (c 0 * u i + c 1 * v i), ?_, ?_, ?_⟩
    · simp only [dot3]
      linear_combination e0
    · simp only [dot3]
      linear_combination e1
    · have term : ∀ i w, (m i * w) ^ 2 / (2 * m i) = m i * w ^ 2 / 2 := by
        intro i w
        have := (hm i).ne'
        field_simp
      simp only [valleyEnergy, Fin.sum_univ_three, term]
      linear_combination (c 0 * e0 + c 1 * e1) / 2
  · rintro E ⟨k, hu, hv, rfl⟩
    -- complete the square along each axis
    have t : ∀ i w, k i * w - m i * w ^ 2 / 2 ≤ k i ^ 2 / (2 * m i) := by
      intro i w
      rw [le_div_iff₀ (mul_pos two_pos (hm i))]
      nlinarith [sq_nonneg (k i - m i * w)]
    have t0 := t 0 (c 0 * u 0 + c 1 * v 0)
    have t1 := t 1 (c 0 * u 1 + c 1 * v 1)
    have t2 := t 2 (c 0 * u 2 + c 1 * v 2)
    rw [dot3] at hu hv
    rw [valleyEnergy, Fin.sum_univ_three]
    refine le_trans (le_of_eq ?_) (add_le_add (add_le_add t0 t1) t2)
    linear_combination (c 0 * e0 + c 1 * e1) / 2 - c 0 * hu - c 1 * hv
```

## The valley sums and their bounds

The general formula specialises the determinant to each axis and uses $n\cdot n=1$.

```lean
/-- The six-valley sum for a contact with normal `n`, in terms of the components of `n`. -/
theorem sixValleySum_eq {u v n : Fin 3 → ℝ} (h : IsFrame u v n) (ml mt : ℝ) :
    sixValleySum ml mt u v =
      2 * ∑ a, Real.sqrt (n a ^ 2 * mt ^ 2 + (1 - n a ^ 2) * (ml * mt)) := by
  have nn := h.nn
  rw [dot3] at nn
  have key : ∀ a, crowellMass (valley ml mt a) u v =
      Real.sqrt (n a ^ 2 * mt ^ 2 + (1 - n a ^ 2) * (ml * mt)) := by
    intro a
    rw [crowellMass, det_projectedMass h]
    congr 1
    fin_cases a
    · change n 0 ^ 2 * mt * mt + n 1 ^ 2 * ml * mt + n 2 ^ 2 * ml * mt =
        n 0 ^ 2 * mt ^ 2 + (1 - n 0 ^ 2) * (ml * mt)
      linear_combination (ml * mt) * nn
    · change n 0 ^ 2 * ml * mt + n 1 ^ 2 * mt * mt + n 2 ^ 2 * mt * ml =
        n 1 ^ 2 * mt ^ 2 + (1 - n 1 ^ 2) * (ml * mt)
      linear_combination (ml * mt) * nn
    · change n 0 ^ 2 * mt * ml + n 1 ^ 2 * mt * ml + n 2 ^ 2 * mt * mt =
        n 2 ^ 2 * mt ^ 2 + (1 - n 2 ^ 2) * (ml * mt)
      linear_combination (ml * mt) * nn
  rw [sixValleySum, Fintype.sum_prod_type]
  simp only [key, Fintype.sum_bool, Fin.sum_univ_three]
  ring
```

The two faces follow by substitution. The (111) normal is entered in normalised form, with every component $\sqrt{1/3}$. These two statements also allow some unphysical masses; if the number under a root is then negative, Lean's square root is zero.

```lean
/-- On a (100) contact, with positive transverse mass, the six Crowell masses add up to
`2 mt + 4 √(ml mt)`. -/
theorem sixValleySum_100 {u v : Fin 3 → ℝ} (h : IsFrame u v ![1, 0, 0]) (ml : ℝ) {mt : ℝ}
    (ht : 0 < mt) : sixValleySum ml mt u v = 2 * mt + 4 * Real.sqrt (ml * mt) := by
  rw [sixValleySum_eq h, Fin.sum_univ_three]
  change 2 * (Real.sqrt ((1 : ℝ) ^ 2 * mt ^ 2 + (1 - (1 : ℝ) ^ 2) * (ml * mt))
    + Real.sqrt ((0 : ℝ) ^ 2 * mt ^ 2 + (1 - (0 : ℝ) ^ 2) * (ml * mt))
    + Real.sqrt ((0 : ℝ) ^ 2 * mt ^ 2 + (1 - (0 : ℝ) ^ 2) * (ml * mt))) = _
  rw [show (1 : ℝ) ^ 2 * mt ^ 2 + (1 - (1 : ℝ) ^ 2) * (ml * mt) = mt ^ 2 by ring,
    show (0 : ℝ) ^ 2 * mt ^ 2 + (1 - (0 : ℝ) ^ 2) * (ml * mt) = ml * mt by ring,
    Real.sqrt_sq ht.le]
  ring

/-- On a (111) contact the six Crowell masses add up to `6 √((mt² + 2 mt ml) / 3)`. -/
theorem sixValleySum_111 {u v : Fin 3 → ℝ} (h : IsFrame u v (fun _ => Real.sqrt (1 / 3)))
    (ml mt : ℝ) :
    sixValleySum ml mt u v = 6 * Real.sqrt ((mt ^ 2 + 2 * mt * ml) / 3) := by
  have hs : Real.sqrt (1 / 3) ^ 2 = 1 / 3 := Real.sq_sqrt (by norm_num)
  rw [sixValleySum_eq h, Fin.sum_univ_three, hs,
    show 1 / 3 * mt ^ 2 + (1 - 1 / 3) * (ml * mt) = (mt ^ 2 + 2 * mt * ml) / 3 by ring]
  ring
```

In the bounds, `low` is the chord inequality, `hs` the fixed sum of squares, and `hmean` the comparison of the mean with the root mean square.

```lean
/-- For positive masses and any contact orientation, the six-valley sum lies between
`2 mt + 4 √(ml mt)` and `6 √((mt² + 2 mt ml) / 3)`. -/
theorem sixValleySum_bounds {u v n : Fin 3 → ℝ} (h : IsFrame u v n) {ml mt : ℝ}
    (hl : 0 < ml) (ht : 0 < mt) :
    2 * mt + 4 * Real.sqrt (ml * mt) ≤ sixValleySum ml mt u v ∧
      sixValleySum ml mt u v ≤ 6 * Real.sqrt ((mt ^ 2 + 2 * mt * ml) / 3) := by
  have nn := h.nn
  rw [dot3] at nn
  have b0 : n 0 ^ 2 ≤ 1 := by nlinarith [sq_nonneg (n 1), sq_nonneg (n 2)]
  have b1 : n 1 ^ 2 ≤ 1 := by nlinarith [sq_nonneg (n 0), sq_nonneg (n 2)]
  have b2 : n 2 ^ 2 ≤ 1 := by nlinarith [sq_nonneg (n 0), sq_nonneg (n 1)]
  rw [sixValleySum_eq h, Fin.sum_univ_three]
  constructor
  · obtain ⟨B, hB⟩ : ∃ B, B = Real.sqrt (ml * mt) := ⟨_, rfl⟩
    have hB2 : B ^ 2 = ml * mt := by rw [hB, Real.sq_sqrt (mul_pos hl ht).le]
    -- a concave function lies above its chord
    have low : ∀ t : ℝ, 0 ≤ t → t ≤ 1 →
        t * mt + (1 - t) * B ≤ Real.sqrt (t * mt ^ 2 + (1 - t) * (ml * mt)) := by
      intro t h0 h1
      refine (le_abs_self _).trans (Real.abs_le_sqrt ?_)
      rw [← hB2]
      nlinarith [mul_nonneg (mul_nonneg h0 (sub_nonneg.2 h1)) (sq_nonneg (mt - B))]
    rw [← hB]
    have l0 := low _ (sq_nonneg (n 0)) b0
    have l1 := low _ (sq_nonneg (n 1)) b1
    have l2 := low _ (sq_nonneg (n 2)) b2
    have hsum : (n 0 ^ 2 * mt + (1 - n 0 ^ 2) * B) + (n 1 ^ 2 * mt + (1 - n 1 ^ 2) * B)
        + (n 2 ^ 2 * mt + (1 - n 2 ^ 2) * B) = mt + 2 * B := by
      linear_combination (mt - B) * nn
    linarith
  · have sq : ∀ t : ℝ, 0 ≤ t → t ≤ 1 →
        Real.sqrt (t * mt ^ 2 + (1 - t) * (ml * mt)) ^ 2
          = t * mt ^ 2 + (1 - t) * (ml * mt) := fun t h0 h1 =>
      Real.sq_sqrt (add_nonneg (mul_nonneg h0 (sq_nonneg _))
        (mul_nonneg (sub_nonneg.2 h1) (mul_pos hl ht).le))
    have q0 := sq _ (sq_nonneg (n 0)) b0
    have q1 := sq _ (sq_nonneg (n 1)) b1
    have q2 := sq _ (sq_nonneg (n 2)) b2
    generalize Real.sqrt (n 0 ^ 2 * mt ^ 2 + (1 - n 0 ^ 2) * (ml * mt)) = x at q0 ⊢
    generalize Real.sqrt (n 1 ^ 2 * mt ^ 2 + (1 - n 1 ^ 2) * (ml * mt)) = y at q1 ⊢
    generalize Real.sqrt (n 2 ^ 2 * mt ^ 2 + (1 - n 2 ^ 2) * (ml * mt)) = z at q2 ⊢
    -- the sum of the squares does not depend on the orientation
    have hs : x ^ 2 + y ^ 2 + z ^ 2 = mt ^ 2 + 2 * mt * ml := by
      linear_combination q0 + q1 + q2 + (mt ^ 2 - ml * mt) * nn
    have hmean : (x + y + z) / 3 ≤ Real.sqrt ((mt ^ 2 + 2 * mt * ml) / 3) := by
      refine (le_abs_self _).trans (Real.abs_le_sqrt ?_)
      rw [← hs]
      nlinarith [sq_nonneg (x - y), sq_nonneg (y - z), sq_nonneg (x - z)]
    linarith
```

The last theorem gives an explicit (111) frame, so the upper bound is attained by an actual orientation.

```lean
/-- An explicit orthonormal frame for the (111) contact, with in-plane directions along
`(1, -1, 0)` and `(1, 1, -2)`. -/
theorem isFrame_witness :
    IsFrame ![Real.sqrt (1 / 2), -Real.sqrt (1 / 2), 0]
      ![Real.sqrt (1 / 6), Real.sqrt (1 / 6), -2 * Real.sqrt (1 / 6)]
      (fun _ => Real.sqrt (1 / 3)) := by
  have ha : Real.sqrt (1 / 2) * Real.sqrt (1 / 2) = 1 / 2 := Real.mul_self_sqrt (by norm_num)
  have hb : Real.sqrt (1 / 6) * Real.sqrt (1 / 6) = 1 / 6 := Real.mul_self_sqrt (by norm_num)
  have hc : Real.sqrt (1 / 3) * Real.sqrt (1 / 3) = 1 / 3 := Real.mul_self_sqrt (by norm_num)
  generalize Real.sqrt (1 / 2) = a at ha ⊢
  generalize Real.sqrt (1 / 6) = b at hb ⊢
  generalize Real.sqrt (1 / 3) = c at hc ⊢
  constructor <;> rw [dot3]
  · change a * a + -a * -a + 0 * 0 = 1
    linear_combination 2 * ha
  · change b * b + b * b + (-2 * b) * (-2 * b) = 1
    linear_combination 6 * hb
  · linear_combination 3 * hc
  · change a * b + -a * b + 0 * (-2 * b) = 0
    ring
  · change a * c + -a * c + 0 * c = 0
    ring
  · change b * c + b * c + (-2 * b) * c = 0
    ring

end

end CrowellMass
```

```lean
#print axioms CrowellMass.isLeast_valleyEnergy
-- 'CrowellMass.isLeast_valleyEnergy' depends on axioms: [propext, Classical.choice, Quot.sound]
#print axioms CrowellMass.sixValleySum_100
-- 'CrowellMass.sixValleySum_100' depends on axioms: [propext, Classical.choice, Quot.sound]
#print axioms CrowellMass.sixValleySum_111
-- 'CrowellMass.sixValleySum_111' depends on axioms: [propext, Classical.choice, Quot.sound]
#print axioms CrowellMass.sixValleySum_bounds
-- 'CrowellMass.sixValleySum_bounds' depends on axioms: [propext, Classical.choice, Quot.sound]
```
